# The matrix elements of a time-even symmetric operator in a Kramers doublet are those of a real scalar

A Kramers doublet is modelled here as a two-dimensional subspace $W$ of a complex inner product space $V$, closed under a time reversal $T$ with $T^2=-1$. The operator $A$ acts on all of $V$ and may lead out of $W$. Its matrix elements in the doublet are the numbers $\langle x,Ay\rangle$ with $x,y\in W$. They contain a Jahn-Teller coupling when they are not those of a multiple of the identity. Physically, $A$ is the derivative $\partial H/\partial Q$ of the electronic Hamiltonian along a nuclear displacement. It is time-even when $H$ stays time-reversal invariant along $Q$, as it does without a magnetic field.

$V$ may be infinite-dimensional, but $A$ is defined everywhere, so unbounded operators on a smaller domain are not covered.

In Lean 4 with Mathlib:

```lean
import Mathlib

open scoped InnerProductSpace ComplexConjugate

namespace KramersJahnTeller

noncomputable section

variable {V : Type*} [NormedAddCommGroup V] [InnerProductSpace ℂ V]
```

## Time reversal and parity

Time reversal is antilinear and satisfies

$$\langle Tu,Tv\rangle=\langle v,u\rangle,\qquad T^2=e.$$

The type `V →ₛₗ[starRingEnd ℂ] V` carries the antilinearity, and `IsTimeReversal` the two equations. The number $e$ is real; the physical cases are $e=1$ and, for an odd number of electrons, $e=-1$.

```lean
/-- An antilinear map `T` that reverses inner products and squares to the real number `e`. -/
structure IsTimeReversal (T : V →ₛₗ[starRingEnd ℂ] V) (e : ℝ) : Prop where
  antiunitary : ∀ u v, ⟪T u, T v⟫_ℂ = ⟪v, u⟫_ℂ
  square : ∀ u, T (T u) = (e : ℂ) • u
```

The parity $t$ of $A$ is defined by $TA=tAT$, with $t=1$ for time-even and $t=-1$ for time-odd operators.

```lean
/-- The operator `A` has time parity `t`: `T A = t A T`. -/
def HasTimeParity (T : V →ₛₗ[starRingEnd ℂ] V) (A : V →ₗ[ℂ] V) (t : ℝ) : Prop :=
  ∀ u, T (A u) = (t : ℂ) • A (T u)
```

The form to study is $b(u,v)=\langle Tu,Av\rangle$. The inner product is conjugate-linear in its first argument, so $b$ is linear in both.

```lean
/-- The matrix element of `A` between the time-reversed state `T u` and the state `v`. -/
def timeForm (T : V →ₛₗ[starRingEnd ℂ] V) (A : V →ₗ[ℂ] V) (u v : V) : ℂ :=
  ⟪T u, A v⟫_ℂ
```

## Exchanging the two states

Apply antiunitarity to $Au$ and $Tv$, then use parity, $T^2=e$ and the symmetry of $A$:

$$b(v,u)=\langle Tv,Au\rangle=\langle TAu,T^2v\rangle=et\,\langle ATu,v\rangle=et\,\langle Tu,Av\rangle=et\,b(u,v).$$

The `calc` block follows this chain.

```lean
variable {T : V →ₛₗ[starRingEnd ℂ] V} {A : V →ₗ[ℂ] V}

/-- Exchanging the two states multiplies the form `⟨T u, A v⟩` by `e t`. -/
theorem timeForm_swap {e t : ℝ} (hT : IsTimeReversal T e) (hs : A.IsSymmetric)
    (hA : HasTimeParity T A t) (u v : V) :
    timeForm T A v u = e * t * timeForm T A u v := by
  unfold timeForm
  calc ⟪T v, A u⟫_ℂ = ⟪T (A u), T (T v)⟫_ℂ := (hT.antiunitary (A u) (T v)).symm
    _ = e * t * ⟪A (T u), v⟫_ℂ := by
      rw [hA u, hT.square, inner_smul_left, inner_smul_right, Complex.conj_ofReal]
      ring
    _ = e * t * ⟪T u, A v⟫_ℂ := by rw [hs (T u) v]
```

If $A$ is symmetric with parity $t$ and $et=-1$, setting $v=u$ gives $b(u,u)=-b(u,u)$, hence $\langle Tu,Au\rangle=0$.

```lean
/-- If `e t = -1`, the operator `A` has no matrix element between a state and its
time-reversed partner. -/
theorem timeForm_self_eq_zero {e t : ℝ} (hT : IsTimeReversal T e) (hs : A.IsSymmetric)
    (hA : HasTimeParity T A t) (het : e * t = -1) (u : V) : timeForm T A u u = 0 := by
  have h := timeForm_swap hT hs hA u u
  have hc : (e : ℂ) * t = -1 := by exact_mod_cast het
  rw [hc] at h
  linear_combination h / 2
```

The same argument has a neighbouring use at $e=1$, $t=-1$: if $Tu=u$, then $\langle u,Au\rangle=0$. A real spinless orbital therefore has no mean orbital angular momentum.

The identity is symmetric and time-even. With $A=1$ and $e=-1$, the result becomes $\langle Tu,u\rangle=0$.

```lean
/-- If time reversal squares to `-1`, every state is orthogonal to its time-reversed partner. -/
theorem kramers_orthogonal (hT : IsTimeReversal T (-1)) (u : V) : ⟪T u, u⟫_ℂ = 0 :=
  timeForm_self_eq_zero (A := LinearMap.id) (t := 1) hT (fun _ _ => rfl)
    (fun u => by simp) (by norm_num) u
```

## A state and its partner span the doublet

Take $u\neq0$ in $W$ and suppose $\alpha u+\beta Tu=0$. The inner product with $u$ gives $\alpha\langle u,u\rangle=0$. The inner product with $Tu$ gives $\beta\langle u,u\rangle=0$, because $\langle Tu,Tu\rangle=\langle u,u\rangle$. So $\alpha=\beta=0$, and two independent vectors in a two-dimensional $W$ span it. In the code, `hli` is the independence and `heq` the equality of the span with $W$.

```lean
/-- In a two-dimensional space of states closed under a time reversal with square `-1`, any
nonzero state and its time-reversed partner span the space. -/
theorem kramers_pair_spans (hT : IsTimeReversal T (-1)) (W : Submodule ℂ V)
    (hW : Module.finrank ℂ W = 2) (hTW : ∀ u ∈ W, T u ∈ W) {u : V} (hu : u ∈ W)
    (hu0 : u ≠ 0) {w : V} (hw : w ∈ W) : ∃ c d : ℂ, w = c • u + d • T u := by
  have o1 := kramers_orthogonal hT u
  have o2 : ⟪u, T u⟫_ℂ = 0 := inner_eq_zero_symm.1 o1
  have huu : ⟪u, u⟫_ℂ ≠ 0 := inner_self_ne_zero.2 hu0
  -- orthogonality makes the pair linearly independent
  have hli : LinearIndependent ℂ ![u, T u] := by
    refine LinearIndependent.pair_iff.2 fun a b h => ?_
    have ha : a * ⟪u, u⟫_ℂ = 0 := by
      have h1 := congrArg (fun z => ⟪u, z⟫_ℂ) h
      simpa only [inner_add_right, inner_smul_right, o2, mul_zero, add_zero,
        inner_zero_right] using h1
    have hb : b * ⟪u, u⟫_ℂ = 0 := by
      have h1 := congrArg (fun z => ⟪T u, z⟫_ℂ) h
      simpa only [inner_add_right, inner_smul_right, o1, hT.antiunitary u u, mul_zero,
        zero_add, inner_zero_right] using h1
    exact ⟨(mul_eq_zero.1 ha).resolve_right huu, (mul_eq_zero.1 hb).resolve_right huu⟩
  -- two independent vectors exhaust a two-dimensional space
  have hle : Submodule.span ℂ (Set.range ![u, T u]) ≤ W := by
    rw [Submodule.span_le]
    rintro _ ⟨i, rfl⟩
    fin_cases i
    · exact hu
    · exact hTW u hu
  have : FiniteDimensional ℂ W := Module.finite_of_finrank_pos (by omega)
  have heq := Submodule.eq_of_le_of_finrank_eq hle (by
    rw [finrank_span_eq_card hli, hW, Fintype.card_fin])
  rw [← heq] at hw
  obtain ⟨c, hc⟩ := (Submodule.mem_span_range_iff_exists_fun ℂ).1 hw
  refine ⟨c 0, c 1, ?_⟩
  rw [← hc, Fin.sum_univ_two]
  rfl
```

## The coupling matrix

For $e=-1$ and $t=1$, the off-diagonal elements vanish:

$$\langle Tu,Au\rangle=0,\qquad \langle u,ATu\rangle=\langle Au,Tu\rangle=0.$$

The diagonal elements agree:

$$\langle Tu,ATu\rangle=\langle Tu,TAu\rangle=\langle Au,u\rangle=\langle u,Au\rangle.$$

By symmetry this value is real, and so is $a=\langle u,Au\rangle/\langle u,u\rangle$. For $x=cu+dTu$ and $y=c'u+d'Tu$,

$$\langle x,Ay\rangle=(\bar c c'+\bar d d')\,\langle u,Au\rangle=a\,\langle x,y\rangle.$$

The steps `h1` to `h4` supply these elements, and `simp` with `ring` does the expansion.

```lean
/-- Within a Kramers doublet `W`, the matrix elements of a time-even symmetric operator are
those of a real multiple of the identity. -/
theorem kramers_doublet_no_coupling (hT : IsTimeReversal T (-1)) (hs : A.IsSymmetric)
    (hA : HasTimeParity T A 1) (W : Submodule ℂ V) (hW : Module.finrank ℂ W = 2)
    (hTW : ∀ u ∈ W, T u ∈ W) :
    ∃ a : ℝ, ∀ x ∈ W, ∀ y ∈ W, ⟪x, A y⟫_ℂ = a * ⟪x, y⟫_ℂ := by
  have hne : W ≠ ⊥ := by
    rintro rfl
    simp at hW
  obtain ⟨u, hu, hu0⟩ := Submodule.exists_mem_ne_zero_of_ne_bot hne
  have o1 := kramers_orthogonal hT u
  have o2 : ⟪u, T u⟫_ℂ = 0 := inner_eq_zero_symm.1 o1
  have o3 := hT.antiunitary u u
  -- the off-diagonal elements vanish
  have h1 : ⟪T u, A u⟫_ℂ = 0 := timeForm_self_eq_zero hT hs hA (by norm_num) u
  have h2 : ⟪u, A (T u)⟫_ℂ = 0 := by
    rw [← hs u (T u)]
    exact inner_eq_zero_symm.1 h1
  -- the diagonal elements agree
  have h3 : ⟪T u, A (T u)⟫_ℂ = ⟪u, A u⟫_ℂ := by
    have h := hT.antiunitary u (A u)
    rw [hA u, Complex.ofReal_one, one_smul] at h
    rw [h, hs u u]
  -- the common diagonal element is real
  obtain ⟨r, hr⟩ := Complex.conj_eq_iff_real.1
    (show conj ⟪u, A u⟫_ℂ = ⟪u, A u⟫_ℂ by rw [inner_conj_symm, hs u u])
  obtain ⟨s, hs'⟩ := Complex.conj_eq_iff_real.1 (inner_conj_symm (𝕜 := ℂ) u u)
  have hs0 : (s : ℂ) ≠ 0 := by
    rw [← hs']
    exact inner_self_ne_zero.2 hu0
  have h4 : ⟪u, A u⟫_ℂ = ((r / s : ℝ) : ℂ) * ⟪u, u⟫_ℂ := by
    rw [hr, hs', Complex.ofReal_div, div_mul_cancel₀ _ hs0]
  refine ⟨r / s, fun x hx y hy => ?_⟩
  obtain ⟨c, d, rfl⟩ := kramers_pair_spans hT W hW hTW hu hu0 hx
  obtain ⟨c', d', rfl⟩ := kramers_pair_spans hT W hW hTW hu hu0 hy
  simp only [map_add, LinearMap.map_smul, inner_add_left, inner_add_right, inner_smul_left,
    inner_smul_right, h1, h2, h3, h4, o1, o2, o3]
  ring
```

To first order, a distortion thus shifts both levels of an isolated Kramers doublet equally. This is the Kramers exception to the Jahn-Teller theorem, not that theorem's statement about which degeneracies do distort a molecule.

In a spin-orbit calculation on an odd-electron system without a magnetic field, one can compute the $2\times2$ matrix of $\partial H/\partial Q$ in an orthonormal basis of the doublet. Unequal diagonal elements or nonzero off-diagonal ones then indicate an error or broken time-reversal symmetry.

If $W=V$, then $\langle x,Ay-ay\rangle=0$ for every $x$, so $A=a$ as an operator.

```lean
/-- On a two-dimensional state space with `T² = -1`, every time-even symmetric operator is a
real multiple of the identity. -/
theorem kramers_scalar (hV : Module.finrank ℂ V = 2) (hT : IsTimeReversal T (-1))
    (hs : A.IsSymmetric) (hA : HasTimeParity T A 1) :
    ∃ a : ℝ, A = (a : ℂ) • LinearMap.id := by
  obtain ⟨a, ha⟩ := kramers_doublet_no_coupling hT hs hA ⊤ (by rw [finrank_top, hV])
    (fun _ _ => Submodule.mem_top)
  refine ⟨a, LinearMap.ext fun y => ext_inner_left ℂ fun x => ?_⟩
  rw [ha x Submodule.mem_top y Submodule.mem_top, LinearMap.smul_apply, inner_smul_right,
    LinearMap.id_apply]
```

## A time-odd operator on one spin

For a spin one-half, $T(x_0,x_1)=(-\bar x_1,\bar x_0)$.

```lean
/-- Time reversal of a spin one-half: `(x₀, x₁) ↦ (-x₁*, x₀*)`. -/
def spinT : EuclideanSpace ℂ (Fin 2) →ₛₗ[starRingEnd ℂ] EuclideanSpace ℂ (Fin 2) where
  toFun x := !₂[-conj (x 1), conj (x 0)]
  map_add' x y := by ext i; fin_cases i <;> simp; ring
  map_smul' c x := by ext i; fin_cases i <;> simp
```

The Pauli operator is $\sigma_z(x_0,x_1)=(x_0,-x_1)$.

```lean
/-- The Pauli operator `σ_z`. -/
def sigmaZ : EuclideanSpace ℂ (Fin 2) →ₗ[ℂ] EuclideanSpace ℂ (Fin 2) where
  toFun x := !₂[x 0, -x 1]
  map_add' x y := by ext i; fin_cases i <;> simp; ring
  map_smul' c x := by ext i; fin_cases i <;> simp
```

Direct computation gives $T^2=-1$ and $T\sigma_z=-\sigma_zT$. Acting on $(1,1)$, a scalar would have to equal both $1$ and $-1$. A time-odd perturbation such as a Zeeman term can therefore split the doublet.

```lean
/-- On a spin one-half, `σ_z` is symmetric and time-odd, and it is not a multiple of the
identity. -/
theorem time_odd_splits_doublet : IsTimeReversal spinT (-1) ∧ sigmaZ.IsSymmetric ∧
    HasTimeParity spinT sigmaZ (-1) ∧ ¬ ∃ a : ℂ, ∀ u, sigmaZ u = a • u := by
  refine ⟨⟨fun u v => ?_, fun u => ?_⟩, fun u v => ?_, fun u => ?_, ?_⟩
  · simp [spinT, PiLp.inner_apply, Fin.sum_univ_succ]; ring
  · ext i; fin_cases i <;> simp [spinT]
  · simp [sigmaZ, PiLp.inner_apply, Fin.sum_univ_succ]
  · ext i; fin_cases i <;> simp [spinT, sigmaZ]
  · rintro ⟨a, h⟩
    have h0 : (1 : ℂ) = a := by
      simpa [sigmaZ] using congrArg (fun v : EuclideanSpace ℂ (Fin 2) => v 0) (h !₂[1, 1])
    have h1 : (-1 : ℂ) = a := by
      simpa [sigmaZ] using congrArg (fun v : EuclideanSpace ℂ (Fin 2) => v 1) (h !₂[1, 1])
    have h2 : (1 : ℂ) = -1 := h0.trans h1.symm
    norm_num at h2
```

## A time-even operator on four levels

Let the spin occupy two real orbitals, with components $(x_0,x_1)$ in the first and $(x_2,x_3)$ in the second. Time reversal acts on each pair as before.

```lean
/-- Time reversal of a spin one-half that can occupy two real orbitals. -/
def quartetT : EuclideanSpace ℂ (Fin 4) →ₛₗ[starRingEnd ℂ] EuclideanSpace ℂ (Fin 4) where
  toFun x := !₂[-conj (x 1), conj (x 0), -conj (x 3), conj (x 2)]
  map_add' x y := by ext i; fin_cases i <;> simp <;> ring
  map_smul' c x := by ext i; fin_cases i <;> simp
```

The exchange of orbitals sends $(x_0,x_1,x_2,x_3)$ to $(x_2,x_3,x_0,x_1)$.

```lean
/-- The operator that exchanges the two orbitals and leaves the spin alone. -/
def orbitalSwap : EuclideanSpace ℂ (Fin 4) →ₗ[ℂ] EuclideanSpace ℂ (Fin 4) where
  toFun x := !₂[x 2, x 3, x 0, x 1]
  map_add' x y := by ext i; fin_cases i <;> simp
  map_smul' c x := by ext i; fin_cases i <;> simp
```

It is symmetric and commutes with $T$, yet it moves $(1,0,0,0)$ to $(0,0,1,0)$, so it is not a scalar. A fourfold level can thus have time-even coupling, even with $T^2=-1$.

```lean
/-- On four levels with `T² = -1`, the orbital exchange is symmetric and time-even, and it is
not a multiple of the identity. -/
theorem quartet_coupling_witness : IsTimeReversal quartetT (-1) ∧ orbitalSwap.IsSymmetric ∧
    HasTimeParity quartetT orbitalSwap 1 ∧ ¬ ∃ a : ℂ, ∀ u, orbitalSwap u = a • u := by
  refine ⟨⟨fun u v => ?_, fun u => ?_⟩, fun u v => ?_, fun u => ?_, ?_⟩
  · simp [quartetT, PiLp.inner_apply, Fin.sum_univ_four]; ring
  · ext i; fin_cases i <;> simp [quartetT]
  · simp [orbitalSwap, PiLp.inner_apply, Fin.sum_univ_four]; ring
  · ext i; fin_cases i <;> simp [quartetT, orbitalSwap]
  · rintro ⟨a, h⟩
    have h2 := congrArg (fun v : EuclideanSpace ℂ (Fin 4) => v 2) (h !₂[1, 0, 0, 0])
    simp [orbitalSwap] at h2

end

end KramersJahnTeller
```

```lean
#print axioms KramersJahnTeller.kramers_doublet_no_coupling
#print axioms KramersJahnTeller.kramers_scalar
#print axioms KramersJahnTeller.time_odd_splits_doublet
```

```
'KramersJahnTeller.kramers_doublet_no_coupling' depends on axioms: [propext, Classical.choice, Quot.sound]
'KramersJahnTeller.kramers_scalar' depends on axioms: [propext, Classical.choice, Quot.sound]
'KramersJahnTeller.time_odd_splits_doublet' depends on axioms: [propext, Classical.choice, Quot.sound]
```
